# The difference between the ZORA expectation value in a Dirac large component and the Dirac energy

Let `φ` and `χ` be the large and small components of a solution of a one-particle Dirac equation in a finite basis, with real energy `E` measured without the rest energy, and with a real diagonal potential `w` on the small component that nowhere equals 2c². The theorem says that ⟨φ, Hφ⟩ − E⟨φ, φ⟩, with H the ZORA Hamiltonian, equals E Σᵢ (2c² + E − wᵢ)/(2c² − wᵢ) |χᵢ|². The vectors are not normalised, so for nonzero `φ` the ZORA expectation value differs from `E` by this quantity divided by ⟨φ, φ⟩. The attempt uses the upper Dirac equation to eliminate `A` acting on `φ`, then compares the remaining sums term by term, using the lower equation and its complex conjugate.

An attempt in Lean 4 with a fault in it:

```lean
import Mathlib

open Matrix

namespace ZoraExpectationError

noncomputable section

variable {n m : Type*} [Fintype n] [Fintype m] [DecidableEq m]

/-- The Dirac equation in a finite basis, without the rest energy: `φ` and `χ` are the large
and small components, `A` and `w` the potential acting on them, and `B` stands for `σ·p`. -/
def DiracEq (c : ℝ) (A : Matrix n n ℂ) (B : Matrix m n ℂ) (w : m → ℝ) (E : ℝ)
    (φ : n → ℂ) (χ : m → ℂ) : Prop :=
  A *ᵥ φ + (c : ℂ) • (Bᴴ *ᵥ χ) = (E : ℂ) • φ ∧
    ∀ i, (c : ℂ) * (B *ᵥ φ) i + ((w i : ℂ) - 2 * (c : ℂ) ^ 2) * χ i = (E : ℂ) * χ i

/-- The ZORA Hamiltonian `A + B† c²/(2c² - w) B`, for potentials with no `w i = 2c²`. -/
def zoraMatrix (c : ℝ) (A : Matrix n n ℂ) (B : Matrix m n ℂ) (w : m → ℝ) : Matrix n n ℂ :=
  A + Bᴴ * diagonal (fun i => ((c ^ 2 / (2 * c ^ 2 - w i) : ℝ) : ℂ)) * B

/-- For a Dirac solution of energy `E` in a potential with no `w i = 2c²`, the ZORA expectation
value in the large component differs from `E⟨φ,φ⟩` by `E` times the sum of the `‖χ i‖²` with weights
`(2c² + E - w i) / (2c² - w i)`. -/
theorem zora_expectation_error {c E : ℝ} {A : Matrix n n ℂ} {B : Matrix m n ℂ} {w : m → ℝ}
    {φ : n → ℂ} {χ : m → ℂ} (h : DiracEq c A B w E φ χ) (hw : ∀ i, w i ≠ 2 * c ^ 2) :
    star φ ⬝ᵥ (zoraMatrix c A B w *ᵥ φ) - (E : ℂ) * (star φ ⬝ᵥ φ)
      = ((E * ∑ i, (2 * c ^ 2 + E - w i) / (2 * c ^ 2 - w i) * ‖χ i‖ ^ 2 : ℝ) : ℂ) := by
  obtain ⟨h1, h2⟩ := h
  have hA : A *ᵥ φ = (E : ℂ) • φ - (c : ℂ) • (Bᴴ *ᵥ χ) := eq_sub_of_add_eq h1
  have adj : ∀ y : m → ℂ, star φ ⬝ᵥ (Bᴴ *ᵥ y) = star (B *ᵥ φ) ⬝ᵥ y := fun y => by
    rw [Matrix.dotProduct_mulVec, Matrix.star_mulVec]
  -- the upper Dirac equation eliminates the potential on the large component
  rw [zoraMatrix, Matrix.add_mulVec, hA, Matrix.mul_assoc, ← Matrix.mulVec_mulVec,
    ← Matrix.mulVec_mulVec, dotProduct_add, dotProduct_sub, dotProduct_smul,
    dotProduct_smul, adj χ, adj, smul_eq_mul, smul_eq_mul]
  have hs : star (B *ᵥ φ) ⬝ᵥ
        (diagonal (fun i => ((c ^ 2 / (2 * c ^ 2 - w i) : ℝ) : ℂ)) *ᵥ (B *ᵥ φ))
      - (c : ℂ) * (star (B *ᵥ φ) ⬝ᵥ χ)
      = ((E * ∑ i, (2 * c ^ 2 + E - w i) / (2 * c ^ 2 - w i) * ‖χ i‖ ^ 2 : ℝ) : ℂ) := by
    simp only [dotProduct, Matrix.mulVec_diagonal, Pi.star_apply]
    rw [Finset.mul_sum, ← Finset.sum_sub_distrib, Finset.mul_sum, Complex.ofReal_sum]
    refine Finset.sum_congr rfl fun i _ => ?_
    -- the lower Dirac equation expresses `c B φ` through the small component
    have hu : (c : ℂ) * (B *ᵥ φ) i = (2 * (c : ℂ) ^ 2 + E - w i) * χ i := by
      linear_combination h2 i
    have hu' : (c : ℂ) * star ((B *ᵥ φ) i)
        = (2 * (c : ℂ) ^ 2 + E - w i) * star (χ i) := by
      simpa using congrArg (starRingEnd ℂ) hu
    have hn : star (χ i) * χ i = (‖χ i‖ : ℂ) ^ 2 := Complex.conj_mul' _
    have hd : 2 * (c : ℂ) ^ 2 - (w i : ℂ) ≠ 0 := by
      exact_mod_cast sub_ne_zero.mpr (Ne.symm (hw i))
    push_cast
    rw [← hn]
    calc _ = ((c : ℂ) * star ((B *ᵥ φ) i)) *
          (((c : ℂ) * (B *ᵥ φ) i) / (2 * (c : ℂ) ^ 2 - w i) - χ i) := by ring
      _ = _ := by
        rw [hu, hu']
        field_simp
        ring
  linear_combination hs

end

end ZoraExpectationError
```

The compiler's answer:

```
Main.lean:49:6: error: Type mismatch: After simplification, term
  congrArg (⇑(starRingEnd ℂ)) hu
 has type
  ↑c * (starRingEnd ℂ) ((B *ᵥ φ) i) = ((starRingEnd ℂ) 2 * ↑c ^ 2 + ↑E - ↑(w i)) * (starRingEnd ℂ) (χ i)
but is expected to have type
  ↑c * (starRingEnd ℂ) ((B *ᵥ φ) i) = (2 * ↑c ^ 2 + ↑E - ↑(w i)) * (starRingEnd ℂ) (χ i)
```

Lean accepts the file once it reads:

```diff
@@ -47,5 +47,6 @@
     have hu' : (c : ℂ) * star ((B *ᵥ φ) i)
         = (2 * (c : ℂ) ^ 2 + E - w i) * star (χ i) := by
-      simpa using congrArg (starRingEnd ℂ) hu
+      have h2c : (starRingEnd ℂ) 2 = 2 := Complex.ext (by simp) (by simp)
+      simpa [h2c] using congrArg (starRingEnd ℂ) hu
     have hn : star (χ i) * χ i = (‖χ i‖ : ℂ) ^ 2 := Complex.conj_mul' _
     have hd : 2 * (c : ℂ) ^ 2 - (w i : ℂ) ≠ 0 := by
```

What went wrong. The error is in the proof of `hu'`, the complex conjugate of the lower Dirac equation `hu`. Applying `starRingEnd ℂ`, complex conjugation, to both sides of `hu` is the right step, and `simpa` carries the conjugation through the products, sums and powers and removes it from the real quantities `c`, `E` and `w i`. It does not remove it from the numeral: the simplified term still contains `(starRingEnd ℂ) 2` where the goal has `2`. The two are equal, but `simpa` did not rewrite one to the other, and the term it was left with was not accepted as a proof of the goal, hence the type mismatch.

The repair proves the missing fact separately. `h2c` states that the conjugate of 2 is 2, and `Complex.ext` reduces this to equality of the real parts and of the imaginary parts, each closed by `simp`. With `h2c` given to `simpa` as an extra rewrite rule, the leftover conjugation disappears and the two sides agree.
